# For positive couplings and k > 2G, the quadratic E ⊗ e model has exactly three global minima

I describe the doubly degenerate distortion by one complex number, $z=Q_\theta+iQ_\epsilon$, and hold the nuclei fixed, so that the energy is a function on the complex plane. With elastic stiffness $k$, linear vibronic coupling $V$ and quadratic coupling $G$, the lower sheet is

$$W(z)=\tfrac12 k|z|^2-|Vz+G\bar z^2|.$$

For $V,G>0$ and $k>2G$, its lowest value should be $-V^2/(2(k-2G))$, reached at $V/(k-2G)$ times each cube root of unity. I can find these wells by differentiating along a ray, but that doesn't show that nothing lies lower elsewhere. Can the global claim be proved rigorously and checked by machine, including that there are no other minimisers?

## From two electronic states to three wells

Yes. Start from the two-state Hamiltonian behind $W$. Write $f(z)=Vz+G\bar z^2$ and

$$H(z)=\begin{pmatrix}\tfrac12k|z|^2+\operatorname{Re}f & \operatorname{Im}f\\ \operatorname{Im}f & \tfrac12k|z|^2-\operatorname{Re}f\end{pmatrix}.$$

Its secular equation is $(\tfrac12k|z|^2-E)^2=|f|^2$, so the energies are $\tfrac12k|z|^2\pm|f|$, and $W$ is the lower one.

**The warping.** In $|f|^2$ the cross term is $2VG\operatorname{Re}(z\cdot z^2)$, because the conjugate of $\bar z^2$ is $z^2$. Hence

$$|f|^2=V^2|z|^2+G^2|z|^4+2VG\operatorname{Re}z^3.$$

If $\omega^3=1$, then $|\omega|=1$ and $(\omega z)^3=z^3$, so $W(\omega z)=W(z)$.

**The lower bound.** Put $a=k-2G>0$. Since $\tfrac a2(|z|-V/a)^2=\tfrac a2|z|^2-V|z|+V^2/(2a)$,

$$W(z)+\frac{V^2}{2a}=\frac a2\Big(|z|-\frac Va\Big)^2+\big(V|z|+G|z|^2-|f(z)|\big).$$

The square is nonnegative, and so is the second bracket, by the triangle inequality. This gives the bound for every $z$.

**The minimisers.** Equality makes both terms vanish. The first gives $|z|=V/a$. The second gives $|f|=V|z|+G|z|^2$; squaring and comparing with the warping formula gives $\operatorname{Re}z^3=|z|^3$. Since $|z^3|^2=(\operatorname{Re}z^3)^2+(\operatorname{Im}z^3)^2$, the imaginary part is zero and $z^3=(V/a)^3$. So $\omega=z/(V/a)$ satisfies $\omega^3=1$. Conversely, at $z=(V/a)\omega$ the cube is real and positive, so both terms vanish.

**The opposite ray.** Let $z=-x$ with $x\ge0$ and $b=k+2G$. Then $W(-x)=\tfrac12kx^2-|Gx^2-Vx|$. To bound it below by $-V^2/(2b)$, check both signs of the modulus:

$$\tfrac12kx^2-(Vx-Gx^2)+\frac{V^2}{2b}=\frac b2\Big(x-\frac Vb\Big)^2\ge0,$$

$$\tfrac12kx^2-(Gx^2-Vx)+\frac{V^2}{2b}=\frac a2x^2+Vx+\frac{V^2}{2b}\ge0.$$

At $x=V/b$ the modulus is $V^2(k+G)/b^2$, and the energy is exactly $-V^2/(2b)$.

**A soft lattice.** If $k\le2G$ and $V>0$, then for real $x>0$

$$W(x)\le(\tfrac12k-G)x^2-Vx\le-Vx,$$

which has no lower bound.

Here is the complete Lean file.

```lean
import Mathlib

open ComplexConjugate

noncomputable section

namespace WarpedJahnTeller

/-- The linear plus quadratic vibronic coupling of the E x e problem at the distortion `z`. -/
def coupling (V G : ℝ) (z : ℂ) : ℂ := (V : ℂ) * z + (G : ℂ) * (conj z) ^ 2

/-- The E x e Hamiltonian in the two electronic states at fixed distortion `z`:
elastic energy on the diagonal plus the traceless vibronic coupling. -/
def hamiltonian (k V G : ℝ) (z : ℂ) : Matrix (Fin 2) (Fin 2) ℝ :=
  !![k * ‖z‖ ^ 2 / 2 + (coupling V G z).re, (coupling V G z).im;
     (coupling V G z).im, k * ‖z‖ ^ 2 / 2 - (coupling V G z).re]

/-- The lower adiabatic energy sheet: elastic energy minus the modulus of the coupling. -/
def lowerSheet (k V G : ℝ) (z : ℂ) : ℝ := k * ‖z‖ ^ 2 / 2 - ‖coupling V G z‖

/-- The secular equation of the Hamiltonian has as its roots the lower sheet and
the elastic energy plus the modulus of the coupling. -/
theorem secular_equation (k V G E : ℝ) (z : ℂ) :
    (hamiltonian k V G z - E • (1 : Matrix (Fin 2) (Fin 2) ℝ)).det = 0 ↔
      E = lowerSheet k V G z ∨ E = k * ‖z‖ ^ 2 / 2 + ‖coupling V G z‖ := by
  have hn : ‖coupling V G z‖ ^ 2 = (coupling V G z).re * (coupling V G z).re
      + (coupling V G z).im * (coupling V G z).im := by
    rw [Complex.sq_norm, Complex.normSq_apply]
  have hd : (hamiltonian k V G z - E • (1 : Matrix (Fin 2) (Fin 2) ℝ)).det =
      (k * ‖z‖ ^ 2 / 2 + (coupling V G z).re - E) * (k * ‖z‖ ^ 2 / 2 - (coupling V G z).re - E)
        - (coupling V G z).im * (coupling V G z).im := by
    simp [hamiltonian, Matrix.det_fin_two]
  have hfac : (hamiltonian k V G z - E • (1 : Matrix (Fin 2) (Fin 2) ℝ)).det =
      (E - lowerSheet k V G z) * (E - (k * ‖z‖ ^ 2 / 2 + ‖coupling V G z‖)) := by
    rw [hd, lowerSheet]
    linear_combination hn
  rw [hfac, mul_eq_zero, sub_eq_zero, sub_eq_zero]

/-- The squared coupling depends on the direction of the distortion only through
the real part of `z ^ 3`. -/
theorem coupling_norm_sq (V G : ℝ) (z : ℂ) :
    ‖coupling V G z‖ ^ 2 =
      V ^ 2 * ‖z‖ ^ 2 + G ^ 2 * ‖z‖ ^ 4 + 2 * V * G * (z ^ 3).re := by
  have h4 : ‖z‖ ^ 4 = (‖z‖ ^ 2) ^ 2 := by ring
  have h3 : z ^ 3 = z * z * z := by ring
  rw [h4, h3, Complex.sq_norm, Complex.sq_norm, Complex.normSq_apply, Complex.normSq_apply]
  simp only [coupling, sq (conj z), Complex.add_re, Complex.add_im, Complex.mul_re,
    Complex.mul_im, Complex.ofReal_re, Complex.ofReal_im, Complex.conj_re, Complex.conj_im]
  ring

/-- The lower sheet is unchanged when the distortion is multiplied by a cube root of unity. -/
theorem lowerSheet_threefold (k V G : ℝ) (z ω : ℂ) (hω : ω ^ 3 = 1) :
    lowerSheet k V G (ω * z) = lowerSheet k V G z := by
  have h1 : ‖ω‖ = 1 := by
    have h : ‖ω‖ ^ 3 = 1 := by rw [← norm_pow, hω, norm_one]
    exact (pow_eq_one_iff_of_nonneg (norm_nonneg _) (by norm_num)).mp h
  have hz : ‖ω * z‖ = ‖z‖ := by rw [norm_mul, h1, one_mul]
  have hf : ‖coupling V G (ω * z)‖ = ‖coupling V G z‖ := by
    apply (sq_eq_sq₀ (norm_nonneg _) (norm_nonneg _)).mp
    rw [coupling_norm_sq, coupling_norm_sq, hz, mul_pow, hω, one_mul]
  rw [lowerSheet, lowerSheet, hz, hf]

/-- Measured from `-V ^ 2 / (2 (k - 2 G))`, the lower sheet is a radial square plus the amount
by which the coupling falls short of `V ‖z‖ + G ‖z‖ ^ 2`. -/
theorem lowerSheet_decomposition (k V G : ℝ) (hk : 2 * G < k) (z : ℂ) :
    lowerSheet k V G z + V ^ 2 / (2 * (k - 2 * G)) =
      (k - 2 * G) / 2 * (‖z‖ - V / (k - 2 * G)) ^ 2
        + (V * ‖z‖ + G * ‖z‖ ^ 2 - ‖coupling V G z‖) := by
  have hc : k - 2 * G ≠ 0 := by linarith [sub_pos.mpr hk] |> fun h : 0 < k - 2 * G => h.ne'
  rw [lowerSheet]
  field_simp
  ring

/-- For `V, G > 0` and `2 G < k`, the lower sheet has global minimum `-V ^ 2 / (2 (k - 2 G))`,
attained exactly at `V / (k - 2 G)` times the cube roots of unity. -/
theorem warped_global_minimum (k V G : ℝ) (hV : 0 < V) (hG : 0 < G) (hk : 2 * G < k) :
    (∀ z, -(V ^ 2 / (2 * (k - 2 * G))) ≤ lowerSheet k V G z) ∧
    ∀ z, lowerSheet k V G z = -(V ^ 2 / (2 * (k - 2 * G))) ↔
      ∃ ω : ℂ, ω ^ 3 = 1 ∧ z = ((V / (k - 2 * G) : ℝ) : ℂ) * ω := by
  have hc : 0 < k - 2 * G := sub_pos.mpr hk
  have hbound : ∀ z, ‖coupling V G z‖ ≤ V * ‖z‖ + G * ‖z‖ ^ 2 := by
    intro z
    have h := norm_add_le ((V : ℂ) * z) ((G : ℂ) * (conj z) ^ 2)
    simpa [coupling, abs_of_pos hV, abs_of_pos hG] using h
  have hdec := lowerSheet_decomposition k V G hk
  have hrpos : 0 < V / (k - 2 * G) := div_pos hV hc
  obtain ⟨r, hr⟩ : ∃ r, r = V / (k - 2 * G) := ⟨_, rfl⟩
  rw [← hr] at hrpos
  simp only [← hr] at hdec ⊢
  have hsq : ∀ z : ℂ, 0 ≤ (k - 2 * G) / 2 * (‖z‖ - r) ^ 2 := fun z => by positivity
  refine ⟨fun z => by linarith [hdec z, hbound z, hsq z], fun z => ⟨fun h => ?_, ?_⟩⟩
  · -- both nonnegative contributions vanish
    have h1 : (k - 2 * G) / 2 * (‖z‖ - r) ^ 2 = 0 := by
      linarith [hdec z, hbound z, hsq z]
    have hf : ‖coupling V G z‖ = V * ‖z‖ + G * ‖z‖ ^ 2 := by
      linarith [hdec z, hbound z, hsq z]
    have h2 : (‖z‖ - r) ^ 2 = 0 := (mul_eq_zero.mp h1).resolve_left (half_pos hc).ne'
    have hz : ‖z‖ = r := sub_eq_zero.mp (pow_eq_zero_iff two_ne_zero |>.mp h2)
    -- the cube of the distortion is real and positive
    have hw := coupling_norm_sq V G z
    rw [hf] at hw
    have hVG : 2 * V * G ≠ 0 := by positivity
    have hre : (z ^ 3).re = ‖z‖ ^ 3 :=
      mul_left_cancel₀ hVG (by linear_combination (-1) * hw)
    have hn : ‖z ^ 3‖ ^ 2 = (z ^ 3).re * (z ^ 3).re + (z ^ 3).im * (z ^ 3).im := by
      rw [Complex.sq_norm, Complex.normSq_apply]
    rw [norm_pow, hre] at hn
    have him : (z ^ 3).im = 0 := mul_self_eq_zero.mp (by linear_combination (-1) * hn)
    have hz3 : z ^ 3 = ((r ^ 3 : ℝ) : ℂ) := by
      apply Complex.ext
      · rw [hre, hz, Complex.ofReal_re]
      · rw [him, Complex.ofReal_im]
    have hrc : (r : ℂ) ≠ 0 := Complex.ofReal_ne_zero.mpr hrpos.ne'
    refine ⟨z / (r : ℂ), ?_, ?_⟩
    · rw [div_pow, hz3, Complex.ofReal_pow, div_self (pow_ne_zero 3 hrc)]
    · field_simp
  · rintro ⟨ω, hω, rfl⟩
    -- by threefold symmetry it is enough to look at the real well
    rw [mul_comm, lowerSheet_threefold k V G _ ω hω]
    have hn : ‖(r : ℂ)‖ = r := by rw [Complex.norm_real, Real.norm_of_nonneg hrpos.le]
    have hf : ‖coupling V G (r : ℂ)‖ = V * r + G * r ^ 2 := by
      apply (sq_eq_sq₀ (norm_nonneg _) (by positivity)).mp
      rw [coupling_norm_sq, hn, ← Complex.ofReal_pow, Complex.ofReal_re]
      ring
    have h := hdec (r : ℂ)
    rw [hn, hf] at h
    linear_combination h

/-- The lower sheet along the real axis of distortions. -/
theorem lowerSheet_ofReal (k V G x : ℝ) :
    lowerSheet k V G (x : ℂ) = k * x ^ 2 / 2 - |V * x + G * x ^ 2| := by
  have h : coupling V G (x : ℂ) = ((V * x + G * x ^ 2 : ℝ) : ℂ) := by
    rw [coupling, Complex.conj_ofReal]
    push_cast
    ring
  rw [lowerSheet, h, Complex.norm_real, Complex.norm_real, Real.norm_eq_abs,
    Real.norm_eq_abs, sq_abs]

/-- For `V, G > 0` and `2 G < k`, the lowest value of the lower sheet on the negative real ray is
`-V ^ 2 / (2 (k + 2 G))`, attained at distance `V / (k + 2 G)` from the undistorted geometry. -/
theorem opposite_ray_minimum (k V G : ℝ) (hV : 0 < V) (hG : 0 < G) (hk : 2 * G < k) :
    (∀ x : ℝ, 0 ≤ x → -(V ^ 2 / (2 * (k + 2 * G))) ≤ lowerSheet k V G ((-x : ℝ) : ℂ)) ∧
    lowerSheet k V G ((-(V / (k + 2 * G)) : ℝ) : ℂ) = -(V ^ 2 / (2 * (k + 2 * G))) := by
  have hc : 0 < k + 2 * G := by linarith
  constructor
  · intro x hx
    have hs : (k + 2 * G) / 2 * x ^ 2 - V * x + V ^ 2 / (2 * (k + 2 * G)) =
        (k + 2 * G) / 2 * (x - V / (k + 2 * G)) ^ 2 := by
      field_simp
      ring
    have hp : 0 ≤ (k + 2 * G) / 2 * (x - V / (k + 2 * G)) ^ 2 := by positivity
    have he : 0 ≤ V ^ 2 / (2 * (k + 2 * G)) := by positivity
    have hVx : 0 ≤ V * x := by positivity
    have hq : 0 ≤ (k - 2 * G) * x ^ 2 := mul_nonneg (by linarith) (sq_nonneg x)
    have ha : |V * (-x) + G * (-x) ^ 2| ≤ k * x ^ 2 / 2 + V ^ 2 / (2 * (k + 2 * G)) :=
      abs_le.mpr ⟨by nlinarith, by nlinarith⟩
    rw [lowerSheet_ofReal, neg_sq] at *
    linarith
  · have hneg : V * (-(V / (k + 2 * G))) + G * (-(V / (k + 2 * G))) ^ 2 =
        -(V ^ 2 * (k + G) / (k + 2 * G) ^ 2) := by
      field_simp
      ring
    have hkG : 0 < k + G := by linarith
    have hpos : 0 ≤ V ^ 2 * (k + G) / (k + 2 * G) ^ 2 := by positivity
    rw [lowerSheet_ofReal, hneg, abs_neg, abs_of_nonneg hpos]
    field_simp
    ring

/-- If `V` is positive and the stiffness `k` does not exceed `2 G`, the lower sheet is unbounded
below. -/
theorem unbounded_of_soft (k V G : ℝ) (hV : 0 < V) (hk : k ≤ 2 * G) (M : ℝ) :
    ∃ z : ℂ, lowerSheet k V G z < M := by
  refine ⟨(((|M| + 1) / V : ℝ) : ℂ), ?_⟩
  have hx : V * ((|M| + 1) / V) = |M| + 1 := by field_simp
  rw [lowerSheet_ofReal]
  have h1 := le_abs_self (V * ((|M| + 1) / V) + G * ((|M| + 1) / V) ^ 2)
  have h2 : 0 ≤ (2 * G - k) * ((|M| + 1) / V) ^ 2 :=
    mul_nonneg (by linarith) (sq_nonneg _)
  have h3 := neg_abs_le M
  linarith

end WarpedJahnTeller
```

```lean
#print axioms WarpedJahnTeller.secular_equation
#print axioms WarpedJahnTeller.warped_global_minimum
#print axioms WarpedJahnTeller.opposite_ray_minimum
#print axioms WarpedJahnTeller.unbounded_of_soft
```

```
'WarpedJahnTeller.secular_equation' depends on axioms: [propext, Classical.choice, Quot.sound]
'WarpedJahnTeller.warped_global_minimum' depends on axioms: [propext, Classical.choice, Quot.sound]
'WarpedJahnTeller.opposite_ray_minimum' depends on axioms: [propext, Classical.choice, Quot.sound]
'WarpedJahnTeller.unbounded_of_soft' depends on axioms: [propext, Classical.choice, Quot.sound]
```

## What the Lean statements say about the model

The distortion is `z : ℂ`, `‖z‖` is its length, and `conj z` is $\bar z$. The function $f$ is `coupling`, $H$ is `hamiltonian`, a real 2×2 matrix, and $W$ is `lowerSheet`. The sheet is defined by its formula; `secular_equation` ties it to the matrix by showing that the determinant of $H-E$ vanishes exactly at the two energies above.

The main theorem, `warped_global_minimum`, has two parts. The first bounds $W$ below for all complex $z$, not just near a well. The second says that equality holds if and only if $z$ is $V/(k-2G)$ times some `ω` with `ω ^ 3 = 1`. Taking `ω = 1` shows that the bound is attained.

The hypotheses `hV` and `hG` make both couplings positive, which places one well on the positive $Q_\theta$ axis. They also exclude zero couplings, for which there are not three wells: with $G=0$ and $V,k>0$ the minima form the circle $|z|=V/k$, and with $V=0$ and $0<2G<k$ the only minimum is at the origin. The condition `hk : 2 * G < k` says that the elastic cost $\tfrac12k|z|^2$ outgrows the gain $G|z|^2$ that quadratic coupling can provide at large distortion. `unbounded_of_soft` shows what happens otherwise.

Within this model of two electronic states, one e mode and static nuclei, the result gives the Jahn–Teller stabilisation energy and the distortion amplitude, which can be compared with a fitted energy surface. The elastic energy is harmonic and the coupling stops at second order; nuclear kinetic energy and spin–orbit coupling are absent. The linear term is put in by hand; the Jahn–Teller theorem, which is not proved here, is the symmetry argument that such terms are allowed for orbitally degenerate states of nonlinear molecules. `opposite_ray_minimum` concerns energies on that ray only and does not classify the point as a saddle of the full surface.

## How the proof follows the algebra

`secular_equation` expands the determinant and factors it into the two roots, using $|f|^2=(\operatorname{Re}f)^2+(\operatorname{Im}f)^2$. `coupling_norm_sq` proves the warping formula by passing to real and imaginary parts, where `ring` finishes. `lowerSheet_threefold` applies it to $\omega z$, and `lowerSheet_decomposition` completes the square with `field_simp` and `ring`.

In `warped_global_minimum`, `hbound` is the triangle inequality and `hsq` the nonnegative square; `linarith` combines them with the decomposition to give the bound. Under equality, the same three facts force each term to zero. Then `hre` and `him` determine the real and imaginary parts of $z^3$, and `z / (r : ℂ)` supplies the cube root of unity, with `r` standing for $V/(k-2G)$. For the converse, threefold symmetry moves any well to the positive real one, where $|f|$ is computed directly.

The last two theorems use `lowerSheet_ofReal`, the formula for $W$ on the real axis. For the opposite ray, `abs_le` splits the modulus into the two signs treated above, and `nlinarith` closes each case. For the soft lattice, given any energy `M`, the proof chooses $x=(|M|+1)/V$, so that $W(x)\le-(|M|+1)<M$.
